# Repopulation of ⟨100⟩ valleys with fixed mobilities gives π₁₁ = −2π₁₂ and π₄₄ = 0

I let strain change only the populations of the three valley pairs along the cubic axes, and keep the mobility tensor of each valley fixed. The populations follow normalised Boltzmann factors. To first order in strain, the conductivity change should then be diagonal and traceless, so that $\pi_{11}=-2\pi_{12}$, and a shear in the cubic axes should do nothing, so that $\pi_{44}=0$. Can this be made rigorous and machine-checked, including the step from conductivity under strain to resistivity under stress?

## From Boltzmann weights to the resistivity

Yes. Label the cubic axes $i=0,1,2$, as Lean does, with unit vectors $e_i$. Let $\varepsilon$ be the strain pattern and $s$ its amplitude. The uniaxial deformation potential $\Xi_u$ sets the part of the energy shift that differs between valleys: apart from a shift common to all valleys, which cancels in the populations, the pair on axis $i$ shifts by $\Xi_u s\varepsilon_{ii}$. With $g=\Xi_u/kT$,

$$b_i=e^{-gs\varepsilon_{ii}},\qquad Z=\sum_j b_j,\qquad w_i=b_i/Z .$$

Let $\mu_l$ and $\mu_t$ be the mobilities along and across a valley axis. In units of carrier density times charge, the conductivity is

$$\sigma(s)=\sum_i w_i\left[\mu_t I+(\mu_l-\mu_t)e_ie_i^T\right].$$

Since $\sum_i w_i=1$, its entries are

$$\sigma_{ab}=\delta_{ab}\left[\mu_t+(\mu_l-\mu_t)w_a\right],$$

and its trace is $2\mu_t+\mu_l$ at every strain.

With a prime for the derivative with respect to $s$, $b_i'=-g\varepsilon_{ii}b_i$ and $Z'=-g\sum_j\varepsilon_{jj}b_j$, so the quotient rule gives

$$w_i'=\frac{b_i'}{Z}-\frac{b_iZ'}{Z^2}=-g\,w_i\Big(\varepsilon_{ii}-\sum_j w_j\varepsilon_{jj}\Big).$$

At $s=0$ every weight is $1/3$. Hence $w_i'(0)=-(g/3)(\varepsilon_{ii}-\operatorname{tr}\varepsilon/3)$, and

$$\sigma'(0)=-\frac g3(\mu_l-\mu_t)\,\mathrm{diag}\!\left(\varepsilon_{ii}-\frac{\operatorname{tr}\varepsilon}{3}\right).$$

If all $\varepsilon_{ii}$ vanish, the weights stay at $1/3$ for every $s$, and $\sigma$ does not change at all.

The coefficients $\pi$ refer to stress. For a stress pattern $X$, scaled by the same amplitude $s$, the cubic compliances $S_{11},S_{12}$ give $\varepsilon_{ii}=(S_{11}-S_{12})X_{ii}+S_{12}\operatorname{tr}X$, so

$$\varepsilon_{ii}-\frac{\operatorname{tr}\varepsilon}{3}=(S_{11}-S_{12})\left(X_{ii}-\frac{\operatorname{tr}X}{3}\right).$$

The resistivity $\rho=\sigma^{-1}$ is diagonal, with $\rho_{aa}=1/\sigma_{aa}$ and $\rho_{aa}'=-\sigma_{aa}'/\sigma_{aa}^2$. Dividing by the unstressed value $\rho_0=3/(2\mu_t+\mu_l)$ gives

$$\frac{\rho_{aa}'(0)}{\rho_0}=K\left(X_{aa}-\frac{\operatorname{tr}X}{3}\right),\qquad K=\frac{g(\mu_l-\mu_t)(S_{11}-S_{12})}{2\mu_t+\mu_l}.$$

Unit tension along axis 0 yields $\pi_{11}=2K/3$ and $\pi_{12}=-K/3$. A shear stress in the cubic axes has no diagonal part and yields $\pi_{44}=0$.

## How the Lean statements describe the crystal

Strain and stress are real matrices indexed by `Fin 3`. Their symmetry is not assumed, because only diagonal entries affect the result. `valleyWeight` is $w_i$, `conductivity` is $\sigma(s)$, and `vecMulVec (Pi.single i 1) (Pi.single i 1)` is $e_ie_i^T$.

`hasDerivAt_conductivity` states the formula for $\sigma'(0)$ entry by entry, for any real $g$, $\mu_t$ and $\mu_l$. `conductivity_of_shear` says that a strain with zero diagonal leaves the conductivity isotropic at every amplitude.

`cubicStrain` turns stress into strain. Tension is positive, and the factor `S44 / 2` produces tensor shear strain rather than engineering shear strain. `piezoresponse` differentiates an entry of the true matrix inverse and divides by $\rho_0$. Under unit stress along axis 0, its entry `0 0` is $\pi_{11}$ and its entry `1 1` is $\pi_{12}$. Under the shear stress whose only nonzero entries are $X_{01}=X_{10}=1$, its entry `0 1` is $\pi_{44}$. The resistivity theorems assume both mobilities positive, as for ordinary dissipative transport.

The model has non-degenerate carriers at fixed total density and a linear valley shift. It leaves out strain-dependent scattering and effective masses, as well as band coupling by shear. Within those limits, it offers a check, at low field and low strain, for simulations of electron transport in silicon-like crystals.

```lean
import Mathlib

open Matrix

namespace ValleyRepopulation

noncomputable section

/-- Boltzmann factor of the valley pair on axis `i` under the strain `s ε`,
with `g` the uniaxial deformation potential divided by `kT`. -/
def boltzmannFactor (g : ℝ) (ε : Matrix (Fin 3) (Fin 3) ℝ) (s : ℝ) (i : Fin 3) : ℝ :=
  Real.exp (-(g * s * ε i i))

/-- Fraction of the carriers that sit in the valley pair on axis `i`. -/
def valleyWeight (g : ℝ) (ε : Matrix (Fin 3) (Fin 3) ℝ) (s : ℝ) (i : Fin 3) : ℝ :=
  boltzmannFactor g ε s i / ∑ j, boltzmannFactor g ε s j

/-- Conductivity tensor, in units of carrier density times charge: the population average of
the valley mobility tensors, with mobility `μl` along the valley axis and `μt` across it. -/
def conductivity (g μt μl : ℝ) (ε : Matrix (Fin 3) (Fin 3) ℝ) (s : ℝ) :
    Matrix (Fin 3) (Fin 3) ℝ :=
  ∑ i, valleyWeight g ε s i • (μt • (1 : Matrix (Fin 3) (Fin 3) ℝ) +
    (μl - μt) • vecMulVec (Pi.single i 1) (Pi.single i 1))

/-- Strain produced by the stress `X` in a cubic crystal with compliances `S11`, `S12`, `S44`. -/
def cubicStrain (S11 S12 S44 : ℝ) (X : Matrix (Fin 3) (Fin 3) ℝ) :
    Matrix (Fin 3) (Fin 3) ℝ :=
  Matrix.of fun i j => if i = j then (S11 - S12) * X i i + S12 * X.trace else S44 / 2 * X i j

/-- Linear response of the resistivity tensor to the stress `X`, relative to the
unstressed resistivity `3 / (2 μt + μl)`. -/
def piezoresponse (g μt μl S11 S12 S44 : ℝ) (X : Matrix (Fin 3) (Fin 3) ℝ)
    (a b : Fin 3) : ℝ :=
  deriv (fun s => (conductivity g μt μl (cubicStrain S11 S12 S44 X) s)⁻¹ a b) 0 /
    (3 / (2 * μt + μl))

variable (g μt μl : ℝ) (ε : Matrix (Fin 3) (Fin 3) ℝ) (s : ℝ)

lemma partition_pos : 0 < ∑ j, boltzmannFactor g ε s j :=
  Finset.sum_pos (fun _ _ => Real.exp_pos _) Finset.univ_nonempty

/-- The valley populations sum to one. -/
theorem sum_valleyWeight : ∑ i, valleyWeight g ε s i = 1 := by
  simp only [valleyWeight]
  rw [← Finset.sum_div, div_self (partition_pos g ε s).ne']

/-- The conductivity tensor is diagonal in the cubic axes, and each diagonal entry is fixed by
the population of the valley pair on that axis. -/
theorem conductivity_apply (a b : Fin 3) : conductivity g μt μl ε s a b =
    if a = b then μt + (μl - μt) * valleyWeight g ε s a else 0 := by
  have hsum := sum_valleyWeight g ε s
  rw [Fin.sum_univ_three] at hsum
  fin_cases a <;> fin_cases b <;>
    simp [conductivity, Matrix.sum_apply, vecMulVec_apply, Fin.sum_univ_three,
      Pi.single_apply] <;>
    linear_combination μt * hsum

/-- The trace of the conductivity tensor is the same at every strain. -/
theorem trace_conductivity : (conductivity g μt μl ε s).trace = 2 * μt + μl := by
  have hsum := sum_valleyWeight g ε s
  rw [Fin.sum_univ_three] at hsum
  simp only [trace_fin_three, conductivity_apply, ↓reduceIte]
  linear_combination (μl - μt) * hsum

lemma valleyWeight_third (h : ∀ i, s * ε i i = 0) (i : Fin 3) :
    valleyWeight g ε s i = 1 / 3 := by
  have hb : ∀ j, boltzmannFactor g ε s j = 1 := fun j => by
    rw [boltzmannFactor, mul_assoc, h j, mul_zero, neg_zero, Real.exp_zero]
  simp only [valleyWeight, hb, Fin.sum_univ_three]
  norm_num

/-- Repopulation rate at any strain: a valley pair loses or gains carriers according to its
strain component measured from the population average. -/
theorem hasDerivAt_valleyWeight (i : Fin 3) :
    HasDerivAt (fun t => valleyWeight g ε t i)
      (-g * valleyWeight g ε s i * (ε i i - ∑ j, valleyWeight g ε s j * ε j j)) s := by
  have he : ∀ j, HasDerivAt (fun t => boltzmannFactor g ε t j)
      (boltzmannFactor g ε s j * (-(g * ε j j))) s := by
    intro j
    have h1 : HasDerivAt (fun t : ℝ => -(g * t * ε j j)) (-(g * ε j j)) s := by
      refine (((hasDerivAt_id' s).const_mul (-(g * ε j j))).congr_deriv
        (by ring)).congr_of_eventuallyEq (Filter.Eventually.of_forall fun t => ?_)
      show -(g * t * ε j j) = -(g * ε j j) * t
      ring
    exact h1.exp
  have hZ := (partition_pos g ε s).ne'
  -- quotient rule for Boltzmann factor over partition sum
  have hq := (he i).fun_div (HasDerivAt.fun_sum (u := Finset.univ) fun j _ => he j) hZ
  refine hq.congr_deriv ?_
  rw [Fin.sum_univ_three] at hZ
  simp only [valleyWeight, Fin.sum_univ_three]
  field_simp
  ring

/-- Valley-repopulation effect: the first-order change of the conductivity tensor is
`-(g/3) (μl - μt)` times the diagonal part of the strain with its mean removed. -/
theorem hasDerivAt_conductivity (a b : Fin 3) :
    HasDerivAt (fun t => conductivity g μt μl ε t a b)
      (((-(g / 3) * (μl - μt)) • diagonal (fun i => ε i i - ε.trace / 3)) a b) 0 := by
  simp only [conductivity_apply]
  by_cases h : a = b
  · subst h
    simp only [↓reduceIte]
    refine (((hasDerivAt_valleyWeight g ε 0 a).const_mul (μl - μt)).const_add μt).congr_deriv ?_
    -- without strain the three valley pairs are equally populated
    simp only [valleyWeight_third g ε 0 (fun i => zero_mul _), Matrix.smul_apply,
      diagonal_apply_eq, trace_fin_three, Fin.sum_univ_three, smul_eq_mul]
    ring
  · simp only [if_neg h]
    refine (hasDerivAt_const (0 : ℝ) (0 : ℝ)).congr_deriv ?_
    simp [h]

/-- Under pure shear in the cubic axes the conductivity keeps its isotropic value at every
strain amplitude. -/
theorem conductivity_of_shear (h : ∀ i, ε i i = 0) :
    conductivity g μt μl ε s = ((2 * μt + μl) / 3) • (1 : Matrix (Fin 3) (Fin 3) ℝ) := by
  ext a b
  rw [conductivity_apply, valleyWeight_third g ε s (fun i => by rw [h i, mul_zero])]
  by_cases hab : a = b
  · subst hab
    simp only [↓reduceIte, Matrix.smul_apply, one_apply_eq, smul_eq_mul]
    ring
  · simp [hab]

variable {μt μl}

lemma resistivity_apply (ht : 0 < μt) (hl : 0 < μl) (a b : Fin 3) :
    (conductivity g μt μl ε s)⁻¹ a b =
      if a = b then 1 / conductivity g μt μl ε s a a else 0 := by
  have hpos : ∀ i, 0 < conductivity g μt μl ε s i i := by
    intro i
    have hw : ∀ j, 0 < valleyWeight g ε s j := fun j =>
      div_pos (Real.exp_pos _) (partition_pos g ε s)
    have h1 : valleyWeight g ε s i ≤ 1 := by
      rw [← sum_valleyWeight g ε s]
      exact Finset.single_le_sum (fun j _ => (hw j).le) (Finset.mem_univ i)
    rw [conductivity_apply, if_pos rfl]
    nlinarith [mul_nonneg (sub_nonneg.2 h1) ht.le, mul_pos (hw i) hl]
  have hinv : conductivity g μt μl ε s *
      diagonal (fun i => 1 / conductivity g μt μl ε s i i) = 1 := by
    ext i j
    rw [mul_diagonal]
    by_cases hij : i = j
    · subst hij
      rw [one_apply_eq, mul_one_div_cancel (hpos i).ne']
    · rw [one_apply_ne hij, conductivity_apply, if_neg hij, zero_mul]
  rw [inv_eq_right_inv hinv, diagonal_apply]

/-- Relative resistivity response of a cubic crystal to an arbitrary stress: it is
proportional to the diagonal part of the stress with its mean removed. -/
theorem piezoresponse_eq (ht : 0 < μt) (hl : 0 < μl) (S11 S12 S44 : ℝ)
    (X : Matrix (Fin 3) (Fin 3) ℝ) (a b : Fin 3) :
    piezoresponse g μt μl S11 S12 S44 X a b =
      g * (μl - μt) * (S11 - S12) / (2 * μt + μl) *
        diagonal (fun i => X i i - X.trace / 3) a b := by
  have hm : 2 * μt + μl ≠ 0 := by positivity
  simp only [piezoresponse, resistivity_apply g _ _ ht hl]
  by_cases h : a = b
  · subst h
    simp only [↓reduceIte]
    have h0 : conductivity g μt μl (cubicStrain S11 S12 S44 X) 0 a a = (2 * μt + μl) / 3 := by
      rw [conductivity_apply, if_pos rfl, valleyWeight_third _ _ _ (fun i => zero_mul _)]
      ring
    have hd : ∀ i, cubicStrain S11 S12 S44 X i i = (S11 - S12) * X i i + S12 * X.trace :=
      fun i => by simp [cubicStrain]
    have hσ := hasDerivAt_conductivity g μt μl (cubicStrain S11 S12 S44 X) a a
    have hne : conductivity g μt μl (cubicStrain S11 S12 S44 X) 0 a a ≠ 0 := by
      rw [h0]; positivity
    -- the resistivity changes by minus the conductivity change over its square
    have hρ := ((hasDerivAt_const (0 : ℝ) (1 : ℝ)).fun_div hσ hne).deriv
    rw [hρ, h0]
    simp only [Matrix.smul_apply, diagonal_apply_eq, smul_eq_mul, trace_fin_three, hd]
    field_simp
    ring
  · simp [h]

/-- Piezoresistance coefficients: the explicit longitudinal coefficient, its ratio `-2` to the
transverse one, and the vanishing response to a shear stress in the cubic axes. -/
theorem piezoresistance_coefficients (ht : 0 < μt) (hl : 0 < μl) (S11 S12 S44 : ℝ) :
    piezoresponse g μt μl S11 S12 S44 !![1, 0, 0; 0, 0, 0; 0, 0, 0] 0 0 =
        2 / 3 * (g * (μl - μt) * (S11 - S12) / (2 * μt + μl)) ∧
    piezoresponse g μt μl S11 S12 S44 !![1, 0, 0; 0, 0, 0; 0, 0, 0] 0 0 =
        -2 * piezoresponse g μt μl S11 S12 S44 !![1, 0, 0; 0, 0, 0; 0, 0, 0] 1 1 ∧
    ∀ a b, piezoresponse g μt μl S11 S12 S44 !![0, 1, 0; 1, 0, 0; 0, 0, 0] a b = 0 := by
  simp only [piezoresponse_eq g ht hl]
  refine ⟨?_, ?_, fun a b => ?_⟩
  · rw [diagonal_apply_eq, trace_fin_three]
    simp only [of_apply, cons_val_zero, cons_val_one, cons_val]
    ring
  · rw [diagonal_apply_eq, diagonal_apply_eq, trace_fin_three]
    simp only [of_apply, cons_val_zero, cons_val_one, cons_val]
    ring
  · fin_cases a <;> fin_cases b <;> simp [trace_fin_three]

end

end ValleyRepopulation
```

```lean
#print axioms ValleyRepopulation.trace_conductivity
#print axioms ValleyRepopulation.hasDerivAt_valleyWeight
#print axioms ValleyRepopulation.conductivity_of_shear
#print axioms ValleyRepopulation.piezoresistance_coefficients
```

```
'ValleyRepopulation.trace_conductivity' depends on axioms: [propext, Classical.choice, Quot.sound]
'ValleyRepopulation.hasDerivAt_valleyWeight' depends on axioms: [propext, Classical.choice, Quot.sound]
'ValleyRepopulation.conductivity_of_shear' depends on axioms: [propext, Classical.choice, Quot.sound]
'ValleyRepopulation.piezoresistance_coefficients' depends on axioms: [propext, Classical.choice, Quot.sound]
```

## How the proof follows the calculation

`partition_pos` shows $Z>0$, and `sum_valleyWeight` then gives $\sum_i w_i=1$. `conductivity_apply` checks the nine matrix entries with `fin_cases`; `linear_combination μt * hsum` uses the normalisation to collect the $\mu_t$ terms. `trace_conductivity` uses the same sum.

`valleyWeight_third` assumes $s\varepsilon_{ii}=0$ for all $i$. This covers both zero amplitude and a strain with zero diagonal, so the lemma serves the derivative at the origin and the shear theorem alike.

In `hasDerivAt_valleyWeight`, `he` differentiates each Boltzmann factor and `fun_div` applies the quotient rule. `field_simp` and `ring` bring the result to the population-average form. `hasDerivAt_conductivity` inserts the equal weights on the diagonal; off the diagonal it differentiates the constant zero.

`resistivity_apply` rests on $\sigma_{aa}=\mu_t(1-w_a)+\mu_l w_a>0$. It multiplies $\sigma$ by the diagonal matrix of reciprocals, obtains the identity, and concludes with `inv_eq_right_inv`. `piezoresponse_eq` differentiates $1/\sigma_{aa}$ and substitutes the compliances. `piezoresistance_coefficients` evaluates that formula for the two stress matrices.

## A rotated shear, and valleys along ⟨111⟩

Without the zero-diagonal hypothesis, `conductivity_of_shear` fails, even for a traceless strain. Take $\varepsilon=\mathrm{diag}(1,-1,0)$, which is a pure shear in axes rotated by 45°. Then $\sigma'(0)=-(g/3)(\mu_l-\mu_t)\,\mathrm{diag}(1,-1,0)$, which is nonzero whenever $g\ne0$ and $\mu_l\ne\mu_t$.

The same argument, applied by hand to four equivalent valleys along ⟨111⟩ with symmetric strain, reverses the pattern: the diagonal of $\sigma'(0)$ vanishes, and $\sigma'_{ab}(0)=-(2g/9)(\mu_l-\mu_t)\varepsilon_{ab}$ for $a\neq b$. The Lean file treats only the ⟨100⟩ case.
